# For collinear spins, the four-state energy combination is independent of the background exactly when every higher sign-product coupling containing the pair vanishes

To extract the exchange coupling between two magnetic ions $i$ and $j$ from total energies, one can compute four collinear spin arrangements. The two spins are set to $++$, $--$, $+-$ and $-+$, all others are held in a fixed background, and the energies are combined as

$$F(\sigma)=\tfrac14\left[E(++)+E(--)-E(+-)-E(-+)\right].$$

Here $\sigma$ is the spin configuration that supplies the background. For an energy that is a function of finitely many classical signs, the theorems below say when $F$ depends on the chosen background and what its average over backgrounds is. In electronic-structure practice, this tells which many-spin terms make a pair coupling obtained from this four-state combination depend on the chosen background, within such a collinear model.

## Configurations, couplings and the four energies

```lean
import Mathlib

open Finset

namespace FourStateMethod

noncomputable section

variable {ι : Type*} [Fintype ι] [DecidableEq ι]
```

The type `ι` is the finite set of magnetic sites. Its number of elements, `Fintype.card ι`, is written $N$ below.

```lean
/-- The sign of a spin: `+1` for up (`true`) and `-1` for down (`false`). -/
def sgn (b : Bool) : ℝ := if b then 1 else -1
```

A spin is a Boolean value, and `sgn` turns it into a number $s=\pm1$. The spin length is not represented, so any factor of it is absorbed into the couplings.

```lean
/-- The product of the signs of the spins on the cluster `S`. -/
def spinProd (S : Finset ι) (σ : ι → Bool) : ℝ := ∏ k ∈ S, sgn (σ k)
```

A configuration `σ : ι → Bool` assigns a direction to each site. For a set of sites $S$, called a cluster, `spinProd S σ` is

$$\chi_S(\sigma)=\prod_{k\in S}s_k ,$$

with $\chi_\emptyset=1$.

```lean
/-- The multilinear coefficient of the energy `E` on the cluster `S`: the average over all
configurations of `E` times the product of the signs on `S`. -/
def coeff (E : (ι → Bool) → ℝ) (S : Finset ι) : ℝ :=
  (∑ σ, E σ * spinProd S σ) / 2 ^ Fintype.card ι
```

The energy `E` is an arbitrary real function of the configuration. Its multilinear coefficient on $S$ is

$$J_S=2^{-N}\sum_\sigma E(\sigma)\,\chi_S(\sigma).$$

```lean
/-- The four-state combination `(E(++) + E(--) - E(+-) - E(-+)) / 4` for the sites `i` and `j`;
all other spins are kept as in the background `σ`. -/
def fourState (E : (ι → Bool) → ℝ) (i j : ι) (σ : ι → Bool) : ℝ :=
  (E (Function.update (Function.update σ i true) j true)
    + E (Function.update (Function.update σ i false) j false)
    - E (Function.update (Function.update σ i true) j false)
    - E (Function.update (Function.update σ i false) j true)) / 4
```

This is $F(\sigma)$. The expression `Function.update σ i true` is the configuration $\sigma$ with the spin at $i$ set to up and all others unchanged. The values that $\sigma$ itself has at $i$ and $j$ are overwritten, so only the background matters.

```lean
/-- The clusters that strictly contain the pair `{i, j}`. -/
def largerClusters (i j : ι) : Finset (Finset ι) :=
  univ.filter (fun S => ({i, j} : Finset ι) ⊂ S)
```

These are the clusters that contain $i$, $j$ and at least one further site. The symbol `⊂` means strict inclusion. For $N=2$ and distinct sites there are none.

## Expanding any energy in sign products

```lean
/-- Sign products on different clusters are orthogonal under the sum over all configurations,
and each has squared norm `2 ^ N`. -/
theorem spinProd_orthogonal (S T : Finset ι) :
    ∑ σ, spinProd S σ * spinProd T σ = if S = T then (2 : ℝ) ^ Fintype.card ι else 0 := by
  have h : ∀ (A : Finset ι) (σ : ι → Bool),
      spinProd A σ = ∏ k, if k ∈ A then sgn (σ k) else 1 := by
    intro A σ
    simp [spinProd, Finset.prod_ite_mem]
  -- the sum over configurations factorises over the sites
  have hp : ∑ σ : ι → Bool, ∏ k, ((if k ∈ S then sgn (σ k) else 1) *
      (if k ∈ T then sgn (σ k) else 1)) =
      ∏ k, ∑ b : Bool, ((if k ∈ S then sgn b else 1) * (if k ∈ T then sgn b else 1)) := by
    rw [Finset.prod_univ_sum, Fintype.piFinset_univ]
  simp_rw [h, ← Finset.prod_mul_distrib]
  rw [hp]
  split_ifs with hST
  · subst hST
    have h2 : ∀ k, ∑ b : Bool, ((if k ∈ S then sgn b else 1) *
        (if k ∈ S then sgn b else 1)) = 2 := by
      intro k
      by_cases hk : k ∈ S <;> norm_num [sgn, hk]
    rw [Finset.prod_congr rfl (fun k _ => h2 k), Finset.prod_const, Finset.card_univ]
  · have hex : ∃ k, ¬(k ∈ S ↔ k ∈ T) := by
      by_contra hcon
      exact hST (Finset.ext (not_exists_not.mp hcon))
    obtain ⟨k, hk⟩ := hex
    apply Finset.prod_eq_zero (Finset.mem_univ k)
    by_cases hS : k ∈ S <;> by_cases hT : k ∈ T <;> simp [hS, hT, sgn] at hk ⊢
```

In a Lean theorem, the variables and hypotheses come after the name, the conclusion stands between the colon that follows them and `:=`, and the proof comes last. This one says that $2^{-N}\sum_\sigma\chi_S\chi_T$ is 1 for $S=T$ and 0 otherwise. By hand, the sum factorises over sites:

$$\sum_\sigma\chi_S(\sigma)\chi_T(\sigma)=\prod_k\sum_{s=\pm1}s^{[k\in S]+[k\in T]},$$

where a bracket is 1 if its condition holds and 0 if not. A site in both clusters or in neither gives $1+1=2$. A site in exactly one gives $1-1=0$, and such a site exists whenever $S\neq T$.

The factorisation is the step `hp`, and its device deserves a closer look. Mathlib's `Finset.prod_univ_sum` multiplies out a product of sums:

$$\prod_k\sum_{b\in B_k}f_k(b)=\sum_{\sigma:\ \sigma_k\in B_k}\ \prod_k f_k(\sigma_k).$$

Each term on the right picks one summand $b$ from every factor, and a list of such picks is a configuration. The companion `Fintype.piFinset_univ` says that if every set $B_k$ contains both spin directions, the picks run over all configurations. It is the same identity that factorises the partition function of non-interacting spins. To use it, every product must run over all sites, so `h` first writes $\chi_S$ with a factor 1 at each site outside $S$.

```lean
/-- Every energy function of the signs is the sum over all clusters of its multilinear
coefficient times the sign product. -/
theorem expansion (E : (ι → Bool) → ℝ) (σ : ι → Bool) :
    E σ = ∑ S, coeff E S * spinProd S σ := by
  -- completeness of the sign products
  have hc : ∀ τ : ι → Bool, ∑ S, spinProd S τ * spinProd S σ =
      if τ = σ then (2 : ℝ) ^ Fintype.card ι else 0 := by
    intro τ
    have h := Finset.prod_add (fun k => sgn (τ k) * sgn (σ k)) (fun _ => (1 : ℝ)) Finset.univ
    simp only [Finset.prod_const_one, mul_one, Finset.powerset_univ] at h
    simp only [spinProd, ← Finset.prod_mul_distrib]
    rw [← h]
    split_ifs with hτ
    · subst hτ
      have h2 : ∀ k, sgn (τ k) * sgn (τ k) + 1 = 2 := by
        intro k
        cases τ k <;> norm_num [sgn]
      rw [Finset.prod_congr rfl (fun k _ => h2 k), Finset.prod_const, Finset.card_univ]
    · obtain ⟨k, hk⟩ := Function.ne_iff.mp hτ
      apply Finset.prod_eq_zero (Finset.mem_univ k)
      cases h1 : τ k <;> cases h2 : σ k <;> simp [h1, h2, sgn] at hk ⊢
  have hs : ∑ S, coeff E S * spinProd S σ =
      (∑ τ, E τ * ∑ S, spinProd S τ * spinProd S σ) / 2 ^ Fintype.card ι := by
    simp_rw [Finset.mul_sum]
    rw [Finset.sum_comm, Finset.sum_div]
    refine Finset.sum_congr rfl fun S _ => ?_
    rw [coeff, div_mul_eq_mul_div, Finset.sum_mul]
    simp_rw [mul_assoc]
  rw [hs]
  simp [hc]
```

Every energy function has the expansion $E(\sigma)=\sum_S J_S\,\chi_S(\sigma)$. Let $\tau$ be a second configuration with signs $t_k$. Multiplying out a product over sites gives

$$\sum_S\chi_S(\tau)\chi_S(\sigma)=\prod_k(1+t_ks_k)=\begin{cases}2^N&\tau=\sigma\\0&\tau\neq\sigma,\end{cases}$$

because each factor is 2 where the spins agree and 0 where they differ. This is `hc`, with `Finset.prod_add` doing the multiplication. Inserting the definition of $J_S$ and exchanging the sums, as in `hs`, gives

$$\sum_SJ_S\chi_S(\sigma)=2^{-N}\sum_\tau E(\tau)\sum_S\chi_S(\tau)\chi_S(\sigma)=E(\sigma).$$

```lean
/-- The multilinear coefficients are unique: any expansion of `E` in sign products has the
coefficients `coeff E`. -/
theorem coeff_unique (E : (ι → Bool) → ℝ) (c : Finset ι → ℝ)
    (hE : ∀ σ, E σ = ∑ S, c S * spinProd S σ) (S : Finset ι) : coeff E S = c S := by
  have h : ∑ σ, E σ * spinProd S σ =
      ∑ T, c T * (if T = S then (2 : ℝ) ^ Fintype.card ι else 0) := by
    simp_rw [hE, Finset.sum_mul]
    rw [Finset.sum_comm]
    refine Finset.sum_congr rfl fun T _ => ?_
    rw [← spinProd_orthogonal, Finset.mul_sum]
    simp_rw [mul_assoc]
  rw [coeff, h]
  simp
```

If $E=\sum_T c_T\chi_T$ for some numbers $c_T$, then $c_S=J_S$ for every $S$. Multiply by $\chi_S$ and average over configurations; orthogonality leaves only $T=S$. The energy therefore fixes the couplings of its expansion in sign products uniquely.

## What the four energies select

```lean
omit [Fintype ι] in
/-- For distinct sites, the four-state combination of a sign product strips off the signs at
`i` and `j` if the cluster contains both sites, and gives zero otherwise. -/
theorem fourState_spinProd {i j : ι} (hij : i ≠ j) (S : Finset ι) (σ : ι → Bool) :
    fourState (spinProd S) i j σ =
      if ({i, j} : Finset ι) ⊆ S then spinProd (S \ {i, j}) σ else 0 := by
  have hu : ∀ (A : Finset ι) (τ : ι → Bool) (k : ι) (b : Bool),
      spinProd A (Function.update τ k b) =
        (if k ∈ A then sgn b else 1) * spinProd (A.erase k) τ := by
    intro A τ k b
    have hr : ∏ l ∈ A.erase k, sgn (Function.update τ k b l) = ∏ l ∈ A.erase k, sgn (τ l) :=
      Finset.prod_congr rfl fun l hl => by
        rw [Function.update_of_ne (Finset.ne_of_mem_erase hl)]
    by_cases hk : k ∈ A
    · rw [if_pos hk, spinProd, spinProd, ← Finset.mul_prod_erase A _ hk, hr,
        Function.update_self]
    · rw [if_neg hk, one_mul, spinProd, spinProd, ← hr, Finset.erase_eq_of_notMem hk]
  have he : (S.erase j).erase i = S \ {i, j} := by
    ext k
    simp only [Finset.mem_erase, Finset.mem_sdiff, Finset.mem_insert, Finset.mem_singleton]
    tauto
  simp only [fourState, hu, he, Finset.mem_erase, Finset.insert_subset_iff,
    Finset.singleton_subset_iff]
  by_cases hi : i ∈ S <;> by_cases hj : j ∈ S <;>
    simp only [hi, hj, hij, sgn, ne_eq, not_false_eq_true, and_self, and_true, and_false,
      Bool.false_eq_true, ↓reduceIte] <;> ring
```

The hypothesis `hij : i ≠ j` makes the sites distinct, which forces $N\ge2$. The four-state combination is applied here to a single $\chi_S$. The dependence on the two spins leaves four cases:

- both sites in $S$: $\tfrac14(1+1+1+1)=1$, times $\chi_{S\setminus\{i,j\}}$;
- only $i$ in $S$: $\tfrac14(1-1-1+1)=0$;
- only $j$ in $S$: $\tfrac14(1-1+1-1)=0$;
- neither in $S$: $\tfrac14(1+1-1-1)=0$.

In the proof, `hu` pulls an overwritten sign out of the product, the two `by_cases` create the four cases, and `ring` does the arithmetic.

```lean
/-- For distinct sites, the four-state combination is the pair coefficient plus, for each larger
cluster, its coefficient times the signs of its background spins. -/
theorem fourState_expansion (E : (ι → Bool) → ℝ) {i j : ι} (hij : i ≠ j) (σ : ι → Bool) :
    fourState E i j σ = coeff E {i, j} +
      ∑ S ∈ largerClusters i j, coeff E S * spinProd (S \ {i, j}) σ := by
  have h1 : fourState E i j σ = ∑ S, coeff E S * fourState (spinProd S) i j σ := by
    simp only [fourState]
    rw [expansion E (Function.update (Function.update σ i true) j true),
      expansion E (Function.update (Function.update σ i false) j false),
      expansion E (Function.update (Function.update σ i true) j false),
      expansion E (Function.update (Function.update σ i false) j true),
      ← Finset.sum_add_distrib, ← Finset.sum_sub_distrib, ← Finset.sum_sub_distrib,
      Finset.sum_div]
    exact Finset.sum_congr rfl fun S _ => by ring
  -- separate the pair itself from the larger clusters
  have hf : univ.filter (fun S : Finset ι => ({i, j} : Finset ι) ⊆ S) =
      insert {i, j} (largerClusters i j) := by
    ext S
    simp only [largerClusters, Finset.mem_filter, Finset.mem_univ, true_and, Finset.mem_insert]
    constructor
    · intro h
      rcases h.eq_or_ssubset with h | h
      · exact Or.inl h.symm
      · exact Or.inr h
    · rintro (h | h)
      · rw [h]
      · exact h.subset
  have h0 : spinProd (∅ : Finset ι) σ = 1 := by simp [spinProd]
  rw [h1]
  simp only [fourState_spinProd hij, mul_ite, mul_zero]
  rw [← Finset.sum_filter, hf, Finset.sum_insert (by simp [largerClusters]),
    Finset.sdiff_self, h0, mul_one]
```

Since $F$ is linear in $E$, expanding the energy and applying the previous result to each term gives

$$F(\sigma)=J_{\{i,j\}}+\sum_{S\supsetneq\{i,j\}}J_S\,\chi_{S\setminus\{i,j\}}(\sigma).$$

The step `h1` is the linearity, and `hf` separates the pair from the larger clusters. Constants, single-site terms and clusters that miss $i$ or $j$ have cancelled.

## Average and spread over backgrounds

```lean
/-- For distinct sites, the average of the four-state combination over all backgrounds is the
pair coefficient. -/
theorem fourState_average (E : (ι → Bool) → ℝ) {i j : ι} (hij : i ≠ j) :
    (∑ σ, fourState E i j σ) / 2 ^ Fintype.card ι = coeff E {i, j} := by
  have hz : ∑ σ, ∑ S ∈ largerClusters i j, coeff E S * spinProd (S \ {i, j}) σ = 0 := by
    rw [Finset.sum_comm]
    refine Finset.sum_eq_zero fun S hS => ?_
    have hS' : ({i, j} : Finset ι) ⊂ S := (Finset.mem_filter.mp hS).2
    have hne : S \ {i, j} ≠ ∅ := fun h => hS'.2 (Finset.sdiff_eq_empty_iff_subset.mp h)
    have ho := spinProd_orthogonal (S \ {i, j}) ∅
    rw [if_neg hne] at ho
    simp only [spinProd, Finset.prod_empty, mul_one] at ho
    rw [← Finset.mul_sum]
    simp only [spinProd, ho, mul_zero]
  simp_rw [fourState_expansion E hij]
  rw [Finset.sum_add_distrib, hz]
  simp
```

The average of $F$ is $J_{\{i,j\}}$ for every energy function. Each larger cluster leaves a non-empty remainder $S\setminus\{i,j\}$, whose sign product is orthogonal to $\chi_\emptyset=1$ and so sums to zero. Lean averages over all $2^N$ configurations. As $F$ ignores the spins of $\sigma$ at $i$ and $j$, each of the $2^{N-2}$ backgrounds is counted four times, and the result is the plain background average.

```lean
/-- For distinct sites, the mean square deviation of the four-state combination from the pair
coefficient is the sum of the squared coefficients of all larger clusters. -/
theorem fourState_variance (E : (ι → Bool) → ℝ) {i j : ι} (hij : i ≠ j) :
    (∑ σ, (fourState E i j σ - coeff E {i, j}) ^ 2) / 2 ^ Fintype.card ι =
      ∑ S ∈ largerClusters i j, coeff E S ^ 2 := by
  simp_rw [fourState_expansion E hij, add_sub_cancel_left, sq, Finset.sum_mul_sum]
  rw [Finset.sum_comm, Finset.sum_div]
  refine Finset.sum_congr rfl fun S hS => ?_
  have key : ∀ T, ∑ σ, coeff E S * spinProd (S \ {i, j}) σ *
      (coeff E T * spinProd (T \ {i, j}) σ) = coeff E S * coeff E T *
      (if S \ {i, j} = T \ {i, j} then (2 : ℝ) ^ Fintype.card ι else 0) := by
    intro T
    rw [← spinProd_orthogonal, Finset.mul_sum]
    exact Finset.sum_congr rfl fun σ _ => by ring
  rw [Finset.sum_comm, Finset.sum_eq_single S]
  · rw [key, if_pos rfl]
    field_simp
  · intro T hT hTS
    have hS' := (Finset.mem_filter.mp hS).2.subset
    have hT' := (Finset.mem_filter.mp hT).2.subset
    -- distinct larger clusters have distinct background parts
    have hne : S \ {i, j} ≠ T \ {i, j} := fun h => hTS (by
      rw [← Finset.sdiff_union_of_subset hT', ← h, Finset.sdiff_union_of_subset hS'])
    rw [key, if_neg hne, mul_zero]
  · exact fun h => absurd hS h
```

The mean square deviation from the pair coefficient follows by squaring the sum over larger clusters:

$$2^{-N}\sum_\sigma\left(F(\sigma)-J_{\{i,j\}}\right)^2=\sum_{S,T}J_SJ_T\,2^{-N}\sum_\sigma\chi_{S\setminus\{i,j\}}\chi_{T\setminus\{i,j\}}=\sum_{S\supsetneq\{i,j\}}J_S^2 .$$

The cross terms vanish because different larger clusters have different remainders: adding $i$ and $j$ back recovers the cluster. That is `hne`, and `Finset.sum_eq_single` keeps the one surviving term $T=S$.

## The criterion for background independence

```lean
/-- For distinct sites, the four-state combination is independent of the background if and only
if every multilinear coefficient on a cluster strictly containing the pair vanishes. -/
theorem fourState_independent_iff (E : (ι → Bool) → ℝ) {i j : ι} (hij : i ≠ j) :
    (∀ σ τ, fourState E i j σ = fourState E i j τ) ↔
      ∀ S : Finset ι, {i, j} ⊂ S → coeff E S = 0 := by
  constructor
  · intro h S hS
    -- a constant equals its average, so the variance vanishes
    have hJ : ∀ σ, fourState E i j σ = coeff E {i, j} := by
      intro σ
      have hs : ∑ τ, fourState E i j τ = ∑ _τ : ι → Bool, fourState E i j σ :=
        Finset.sum_congr rfl fun τ _ => h τ σ
      rw [← fourState_average E hij, hs]
      simp
    have hv := fourState_variance E hij
    simp only [hJ, sub_self, ne_eq, OfNat.ofNat_ne_zero, not_false_eq_true, zero_pow,
      Finset.sum_const_zero, zero_div] at hv
    have hz := (Finset.sum_eq_zero_iff_of_nonneg fun T _ => sq_nonneg (coeff E T)).mp hv.symm
    exact pow_eq_zero_iff two_ne_zero |>.mp
      (hz S (Finset.mem_filter.mpr ⟨Finset.mem_univ S, hS⟩))
  · intro h σ τ
    have hJ : ∀ ρ, fourState E i j ρ = coeff E {i, j} := by
      intro ρ
      rw [fourState_expansion E hij, Finset.sum_eq_zero, add_zero]
      intro S hS
      rw [h S (Finset.mem_filter.mp hS).2, zero_mul]
    rw [hJ, hJ]
```

The left side of `↔` says that $F$ takes the same value for any two configurations $\sigma$ and $\tau$. The right side says that $J_S=0$ for every $S\supsetneq\{i,j\}$.

From left to right, a constant $F$ equals its average $J_{\{i,j\}}$, so the mean square deviation is zero. A sum of squares that is zero has only zero terms, hence every $J_S$ in it vanishes. From right to left, the expansion of $F$ reduces to $J_{\{i,j\}}$ in every background.

Higher couplings that do not contain both sites may take any value. The left side concerns all backgrounds: for $N\ge4$, agreement between two chosen ones does not establish it. For $N=2$ both sides hold trivially.

```lean
/-- If the energy contains only terms with at most two sites, the four-state combination for
distinct sites gives their pair coupling in every background. -/
theorem fourState_pairwise (E : (ι → Bool) → ℝ) (c : Finset ι → ℝ)
    (hE : ∀ σ, E σ = ∑ S, c S * spinProd S σ) (hc : ∀ S, 2 < S.card → c S = 0)
    {i j : ι} (hij : i ≠ j) (σ : ι → Bool) : fourState E i j σ = c {i, j} := by
  rw [fourState_expansion E hij, coeff_unique E c hE, Finset.sum_eq_zero, add_zero]
  intro S hS
  have hcard := Finset.card_lt_card (Finset.mem_filter.mp hS).2
  rw [Finset.card_pair hij] at hcard
  rw [coeff_unique E c hE, hc S hcard, zero_mul]

end

end FourStateMethod
```

Suppose that the energy is given as $E=\sum_Sc_S\chi_S$ (`hE`) with $c_S=0$ for clusters of more than two sites (`hc`). Then $F(\sigma)=c_{\{i,j\}}$ in every background. A larger cluster has at least three sites, so its coefficient vanishes, and uniqueness identifies $J_{\{i,j\}}$ with $c_{\{i,j\}}$.

The hypothesis `hc` stands for a purely pairwise magnetic interaction, with a constant and local fields allowed. It is assumed here, not derived from the electronic structure. The coupling enters with a plus sign and each pair is counted once; a Hamiltonian written with $-J$ or with a double sum needs the corresponding conversion. Canted spins and quantum spin operators lie beyond this model of classical signs. Background independence also does not show that an underlying interaction between spin vectors is pairwise. With unit vectors $\mathbf e_k$ along the spins, the three-site term $(\mathbf e_i\cdot\mathbf e_k)(\mathbf e_k\cdot\mathbf e_j)$ equals $s_is_j$ in every collinear arrangement, because $s_k^2=1$, and is therefore counted in $J_{\{i,j\}}$.

```lean
#print axioms FourStateMethod.fourState_independent_iff
#print axioms FourStateMethod.fourState_pairwise
```

```
'FourStateMethod.fourState_independent_iff' depends on axioms: [propext, Classical.choice, Quot.sound]
'FourStateMethod.fourState_pairwise' depends on axioms: [propext, Classical.choice, Quot.sound]
```
